# The propagator generated by a finite Hermitian matrix is unitary

For a time-independent Hamiltonian given by a finite Hermitian complex matrix A, with ħ = 1, the propagator over a real time t is U(t) = exp(−itA). The theorem states that U(t)ᴴU(t) = 1, where ᴴ is the conjugate transpose, so that evolution preserves inner products and norms. The attempt first shows that the exponent X = −itA is anti-Hermitian, Xᴴ = −X. It then moves the conjugate transpose inside the exponential and merges exp(−X) exp(X) into exp(−X + X) = exp(0) = 1, which is allowed because −X and X commute.

This version doesn't compile in Lean 4 with Mathlib:

```lean
import Mathlib

open Matrix

namespace PropagatorUnitary

noncomputable section

variable {n p : Type*} [Fintype n] [DecidableEq n] [Fintype p] [DecidableEq p]

/-- The propagator `exp(-i t A)` generated by the matrix `A`, with `ħ = 1`. -/
def propagator (A : Matrix p p ℂ) (t : ℝ) : Matrix p p ℂ :=
  NormedSpace.exp ((-(Complex.I * (t : ℂ))) • A)

/-- A Hermitian matrix generates a unitary propagator. -/
theorem propagator_unitary {A : Matrix p p ℂ} (hA : A.IsHermitian) (t : ℝ) :
    (propagator A t)ᴴ * propagator A t = 1 := by
  -- the exponent is anti-Hermitian
  have h1 : ((-(Complex.I * (t : ℂ))) • A)ᴴ = -((-(Complex.I * (t : ℂ))) • A) := by
    rw [Matrix.conjTranspose_smul, hA.eq, ← neg_smul]
    congr 1
    simp [mul_comm]
  unfold propagator
  rw [← Matrix.exp_conjTranspose, h1,
    ← Matrix.exp_add_of_commute _ _ (Commute.refl _).neg_left, neg_add_cancel,
    NormedSpace.exp_zero]

end

end PropagatorUnitary
```

Messages:

```
Main.lean:25:36: error(lean.synthInstanceFailed): failed to synthesize instance of type class
  HasDistribNeg (Matrix ?m.105 ?m.105 ?m.106)

Hint: Type class instance resolution failures can be inspected with the `set_option trace.Meta.synthInstance true` command.
Main.lean:17:46: error: unsolved goals
p : Type u_2
inst✝¹ : Fintype p
inst✝ : DecidableEq p
A : Matrix p p ℂ
hA : A.IsHermitian
t : ℝ
h1 : (-(Complex.I * ↑t) • A)ᴴ = -(-(Complex.I * ↑t) • A)
⊢ NormedSpace.exp (-(-(Complex.I * ↑t) • A)) * NormedSpace.exp (-(Complex.I * ↑t) • A) = 1
```

Cause. The first message points to `(Commute.refl _).neg_left`, the proof that −X commutes with X. `rw` elaborates this term before matching the lemma against the goal, so the underscores do not yet stand for any particular matrix. Lean knows only that the type is some `Matrix ?m.105 ?m.105 ?m.106`, with index and entry types undetermined, and cannot find the `HasDistribNeg` instance that `neg_left` needs.

The second message shows the goal left at that point: exp(−X) exp(X) = 1. The rewrites with `Matrix.exp_conjTranspose` and `h1` had worked, but the merging of the exponentials had not.

The repair proves the commutation beforehand as `hc`, with both matrices written out. The type is now `Matrix p p ℂ`, and the instance is found. Passing `hc` to `Matrix.exp_add_of_commute` also fixes the two exponents, so the product becomes exp(−X + X), and `neg_add_cancel` and `NormedSpace.exp_zero` finish the proof. The joining of two lines in the `rw` is mere tidying.

As a diff, the version that Lean accepts:

```diff
@@ -21,7 +21,8 @@
     congr 1
     simp [mul_comm]
+  have hc : Commute (-((-(Complex.I * (t : ℂ))) • A)) ((-(Complex.I * (t : ℂ))) • A) :=
+    (Commute.refl ((-(Complex.I * (t : ℂ))) • A)).neg_left
   unfold propagator
-  rw [← Matrix.exp_conjTranspose, h1,
-    ← Matrix.exp_add_of_commute _ _ (Commute.refl _).neg_left, neg_add_cancel,
+  rw [← Matrix.exp_conjTranspose, h1, ← Matrix.exp_add_of_commute _ _ hc, neg_add_cancel,
     NormedSpace.exp_zero]
 
```
